# The energy shift formula and the norm of a state in intermediate normalisation

A: The states are vectors in a complex inner product space X of any dimension, and X is not assumed complete. The inner product ⟨φ,χ⟩, written `⟪ψ₀, ψ⟫_ℂ` for the pair ψ₀, ψ, is conjugate-linear in its first argument and linear in its second, as for a Dirac bracket, and ‖φ‖² = ⟨φ,φ⟩. The unperturbed Hamiltonian H₀ and the perturbation V are linear maps from X to X. A map T is symmetric when ⟨Tφ,χ⟩ = ⟨φ,Tχ⟩ for all φ and χ. The reference state ψ₀ obeys H₀ψ₀ = E₀ψ₀ with E₀ real, and the exact state ψ obeys (H₀+V)ψ = Eψ with E complex.

```lean
import Mathlib

open scoped InnerProductSpace

namespace IntermediateNormalisation

noncomputable section

variable {X : Type*} [NormedAddCommGroup X] [InnerProductSpace ℂ X]
```

The state ψ is in intermediate normalisation relative to ψ₀ when

⟨ψ₀,ψ⟩ = 1.

```lean
/-- The state `ψ` is in intermediate normalisation relative to the reference state `ψ₀`
when the overlap `⟨ψ₀, ψ⟩` equals one. -/
def IsIntermediateNormalised (ψ₀ ψ : X) : Prop := ⟪ψ₀, ψ⟫_ℂ = 1
```

The map Q, `orthoPart ψ₀` in Lean, is

Qφ = φ − ⟨ψ₀,φ⟩ψ₀.

For a unit ψ₀ it gives the part of φ orthogonal to ψ₀, since ⟨ψ₀,Qφ⟩ = ⟨ψ₀,φ⟩(1 − ‖ψ₀‖²). The definition accepts any ψ₀.

```lean
/-- `Q φ = φ - ⟨ψ₀, φ⟩ ψ₀`; for a unit reference state `ψ₀` this is the part of `φ`
orthogonal to `ψ₀`. -/
def orthoPart (ψ₀ φ : X) : X := φ - ⟪ψ₀, φ⟫_ℂ • ψ₀
```

Q: I see no coupling constant and no series. How can an exact formula for the energy shift come out of two eigenvalue equations?

A: Besides the two equations it uses the symmetry of H₀ and the reality of E₀. Take the inner product of the second equation with ψ₀:

⟨ψ₀,H₀ψ⟩ + ⟨ψ₀,Vψ⟩ = E⟨ψ₀,ψ⟩.

Let H₀ act to the left. Symmetry, the first equation and conjugate-linearity give, with * for complex conjugation,

⟨ψ₀,H₀ψ⟩ = ⟨H₀ψ₀,ψ⟩ = ⟨E₀ψ₀,ψ⟩ = E₀*⟨ψ₀,ψ⟩ = E₀⟨ψ₀,ψ⟩,

where the last step uses that E₀ is real. Inserting this and collecting terms gives the shift formula

(E − E₀)⟨ψ₀,ψ⟩ = ⟨ψ₀,Vψ⟩.

In `shift_formula` the hypotheses `hH`, `h₀`, `hψ` are the symmetry of H₀ and the two eigenvalue equations. The `congrArg` line pairs `hψ` with ψ₀, and `simp only` expands it to the first equation above. The rewrites in `hl` are the four equalities of the second. Then `linear_combination hl - h` subtracts one from the other.

```lean
/-- Shift formula: if `H₀` is symmetric, `H₀ ψ₀ = E₀ ψ₀` with `E₀` real and
`(H₀ + V) ψ = E ψ`, then `(E - E₀) ⟨ψ₀, ψ⟩ = ⟨ψ₀, V ψ⟩`. -/
theorem shift_formula {H₀ V : X →ₗ[ℂ] X} {ψ₀ ψ : X} {E₀ : ℝ} {E : ℂ}
    (hH : H₀.IsSymmetric) (h₀ : H₀ ψ₀ = (E₀ : ℂ) • ψ₀) (hψ : (H₀ + V) ψ = E • ψ) :
    (E - E₀) * ⟪ψ₀, ψ⟫_ℂ = ⟪ψ₀, V ψ⟫_ℂ := by
  -- project the eigenvalue equation on ψ₀
  have h := congrArg (fun x => ⟪ψ₀, x⟫_ℂ) hψ
  simp only [LinearMap.add_apply, inner_add_right, inner_smul_right] at h
  -- let H₀ act to the left
  have hl : ⟪ψ₀, H₀ ψ⟫_ℂ = (E₀ : ℂ) * ⟪ψ₀, ψ⟫_ℂ := by
    rw [← hH ψ₀ ψ, h₀, inner_smul_left, Complex.conj_ofReal]
  linear_combination hl - h
```

Q: Your `hψ` is satisfied by ψ = 0 with any E whatever. And why is E complex?

A: For ψ = 0, or ψ₀ = 0, the formula reads 0 = 0, which is true and says nothing about E. Information on E needs a non-zero overlap, and that makes both vectors non-zero. E is complex because V is not assumed symmetric here; the derivation never moves V across the bracket. With the overlap non-zero, hypothesis `hS`, one divides:

E = E₀ + ⟨ψ₀,Vψ⟩/⟨ψ₀,ψ⟩.

Lean evaluates division by zero to zero, so without `hS` the statement would claim E = E₀ for every eigenstate orthogonal to ψ₀, which is false in general. The proof replaces ⟨ψ₀,Vψ⟩ by (E − E₀)⟨ψ₀,ψ⟩ and cancels the overlap.

```lean
/-- For symmetric `H₀` with `H₀ ψ₀ = E₀ ψ₀`, `E₀` real, and `(H₀ + V) ψ = E ψ`: if
`⟨ψ₀, ψ⟩ ≠ 0`, then
`E = E₀ + ⟨ψ₀, V ψ⟩ / ⟨ψ₀, ψ⟩`. -/
theorem energy_eq_of_overlap_ne_zero {H₀ V : X →ₗ[ℂ] X} {ψ₀ ψ : X} {E₀ : ℝ} {E : ℂ}
    (hH : H₀.IsSymmetric) (h₀ : H₀ ψ₀ = (E₀ : ℂ) • ψ₀) (hψ : (H₀ + V) ψ = E • ψ)
    (hS : ⟪ψ₀, ψ⟫_ℂ ≠ 0) :
    E = E₀ + ⟪ψ₀, V ψ⟫_ℂ / ⟪ψ₀, ψ⟫_ℂ := by
  rw [← shift_formula hH h₀ hψ, mul_div_assoc, div_self hS]
  ring
```

The quotient is unchanged when ψ is multiplied by a non-zero number, and so is the eigenvalue equation. Dividing ψ by ⟨ψ₀,ψ⟩ makes the overlap one, which fixes both length and phase of ψ, and the formula becomes

E = E₀ + ⟨ψ₀,Vψ⟩.

The theorem takes the normalisation as the hypothesis `hn` and substitutes it into the shift formula. It does not need ‖ψ₀‖ = 1.

```lean
/-- For symmetric `H₀` with `H₀ ψ₀ = E₀ ψ₀`, `E₀` real, and `(H₀ + V) ψ = E ψ`: if
`⟨ψ₀, ψ⟩ = 1`, then
`E = E₀ + ⟨ψ₀, V ψ⟩`. -/
theorem energy_eq_of_intermediate {H₀ V : X →ₗ[ℂ] X} {ψ₀ ψ : X} {E₀ : ℝ} {E : ℂ}
    (hH : H₀.IsSymmetric) (h₀ : H₀ ψ₀ = (E₀ : ℂ) • ψ₀) (hψ : (H₀ + V) ψ = E • ψ)
    (hn : IsIntermediateNormalised ψ₀ ψ) :
    E = E₀ + ⟪ψ₀, V ψ⟫_ℂ := by
  have hn' : ⟪ψ₀, ψ⟫_ℂ = 1 := hn
  have h := shift_formula hH h₀ hψ
  rw [hn'] at h
  linear_combination h
```

Q: Then ψ is not a unit vector. What is its length?

A: At least one, when ψ₀ is a unit vector. With Re for the real part, expand the squared length of the correction ψ − ψ₀:

‖ψ − ψ₀‖² = ‖ψ₀‖² − 2 Re⟨ψ₀,ψ⟩ + ‖ψ‖² = 1 − 2 + ‖ψ‖²,

so that

‖ψ‖² = 1 + ‖ψ − ψ₀‖².

No Hamiltonian enters; the theorem holds for any two vectors with `h1` and `hn`. The expansion is `norm_sub_sq`, the rewrite inserts the overlap and the norm, and `linarith` rearranges.

```lean
/-- For a unit reference state and intermediate normalisation,
`‖ψ‖² = 1 + ‖ψ - ψ₀‖²`. -/
theorem norm_sq_eq_one_add {ψ₀ ψ : X} (h1 : ‖ψ₀‖ = 1)
    (hn : IsIntermediateNormalised ψ₀ ψ) :
    ‖ψ‖ ^ 2 = 1 + ‖ψ - ψ₀‖ ^ 2 := by
  have hn' : ⟪ψ₀, ψ⟫_ℂ = 1 := hn
  have h := norm_sub_sq (𝕜 := ℂ) ψ₀ ψ
  have hre : RCLike.re (1 : ℂ) = 1 := by simp
  rw [hn', h1, norm_sub_rev, hre] at h
  linarith
```

The right side is at least one, so ‖ψ‖ ≥ 1. If ‖ψ‖ = 1, then ‖ψ − ψ₀‖² = 0 and ψ = ψ₀. Conversely, ψ = ψ₀ gives ‖ψ‖ = ‖ψ₀‖ = 1. The three branches of the proof are these three statements. The first argues by contradiction: 0 ≤ ‖ψ‖ < 1 makes ‖ψ‖² < 1, against the identity, and `nlinarith` does this arithmetic. For the normalised state ψ/‖ψ‖ the overlap with ψ₀ is 1/‖ψ‖, so 1/‖ψ‖² is the weight of the reference in the exact state.

```lean
/-- For a unit reference state and intermediate normalisation, `‖ψ‖ ≥ 1`, with equality
exactly when `ψ = ψ₀`. -/
theorem one_le_norm_and_eq_iff {ψ₀ ψ : X} (h1 : ‖ψ₀‖ = 1)
    (hn : IsIntermediateNormalised ψ₀ ψ) :
    1 ≤ ‖ψ‖ ∧ (‖ψ‖ = 1 ↔ ψ = ψ₀) := by
  have h := norm_sq_eq_one_add h1 hn
  refine ⟨?_, ?_, ?_⟩
  · by_contra hlt
    have hlt' : ‖ψ‖ < 1 := not_le.mp hlt
    nlinarith [norm_nonneg ψ, sq_nonneg ‖ψ - ψ₀‖]
  · intro he
    -- norm one leaves no room for a correction ψ - ψ₀
    rw [he] at h
    have hz : ‖ψ - ψ₀‖ ^ 2 = 0 := by linarith
    have hz' : ‖ψ - ψ₀‖ = 0 := (pow_eq_zero_iff two_ne_zero).mp hz
    exact sub_eq_zero.mp (norm_eq_zero.mp hz')
  · intro he
    rw [he, h1]
```

Q: Equality should hold for ψ equal to ψ₀ up to a phase. You claim ψ = ψ₀ outright.

A: A phase factor c in ψ = cψ₀ gives ⟨ψ₀,ψ⟩ = c, and the normalisation sets c = 1. The main theorem now reads as follows. If H₀ is symmetric, H₀ψ₀ = E₀ψ₀ with E₀ real and (H₀+V)ψ = Eψ, then the shift formula holds; if in addition ‖ψ₀‖ = 1 and ⟨ψ₀,ψ⟩ = 1, then E − E₀ = ⟨ψ₀,Vψ⟩, ‖ψ‖ ≥ 1, and ‖ψ‖ = 1 exactly when ψ = ψ₀. The two extra conditions sit inside the conclusion as implications, so the first part is free of them. The proof assembles the earlier theorems.

```lean
/-- For symmetric `H₀` with `H₀ ψ₀ = E₀ ψ₀`, `E₀` real, and `(H₀ + V) ψ = E ψ`, the shift
formula holds; if moreover `ψ₀` is a unit vector and `⟨ψ₀, ψ⟩ = 1`, then
`E - E₀ = ⟨ψ₀, V ψ⟩` and `‖ψ‖ ≥ 1` with equality exactly when `ψ = ψ₀`. -/
theorem shift_formula_intermediate {H₀ V : X →ₗ[ℂ] X} {ψ₀ ψ : X} {E₀ : ℝ} {E : ℂ}
    (hH : H₀.IsSymmetric) (h₀ : H₀ ψ₀ = (E₀ : ℂ) • ψ₀) (hψ : (H₀ + V) ψ = E • ψ) :
    (E - E₀) * ⟪ψ₀, ψ⟫_ℂ = ⟪ψ₀, V ψ⟫_ℂ ∧
      (‖ψ₀‖ = 1 → IsIntermediateNormalised ψ₀ ψ →
        E - E₀ = ⟪ψ₀, V ψ⟫_ℂ ∧ 1 ≤ ‖ψ‖ ∧ (‖ψ‖ = 1 ↔ ψ = ψ₀)) := by
  refine ⟨shift_formula hH h₀ hψ, fun h1 hn => ⟨?_, one_le_norm_and_eq_iff h1 hn⟩⟩
  linear_combination energy_eq_of_intermediate hH h₀ hψ hn
```

Q: The shift formula contains the unknown ψ. It is one component of the eigenvalue equation, and Brillouin–Wigner theory needs the others.

A: The others form the Q-equation. In intermediate normalisation Qψ = ψ − ψ₀, so

(E − H₀)Qψ = Eψ − H₀ψ − (E − E₀)ψ₀,

QVψ = Vψ − ⟨ψ₀,Vψ⟩ψ₀.

Suppose (H₀+V)ψ = Eψ. Then Eψ − H₀ψ = Vψ, and E − E₀ = ⟨ψ₀,Vψ⟩ by the shift formula, so the right sides agree and

(E − H₀)Qψ = QVψ.

Conversely, suppose this equation and E = E₀ + ⟨ψ₀,Vψ⟩. The multiples of ψ₀ on the two right sides are equal and cancel, which leaves Eψ − H₀ψ = Vψ. The theorem states this equivalence, with (E − H₀)Qψ written as `E • orthoPart ψ₀ ψ - H₀ (orthoPart ψ₀ ψ)`. It does not assume ‖ψ₀‖ = 1; the algebra goes through although Q is then not a projector. In both directions `simp only` unfolds Q with `hn'` and `h₀`, `hs` supplies ⟨ψ₀,Vψ⟩ = E − E₀, and `module` checks the remaining vector identity.

```lean
/-- For symmetric `H₀` with `H₀ ψ₀ = E₀ ψ₀`, `E₀` real, and `⟨ψ₀, ψ⟩ = 1`, the equation
`(H₀ + V) ψ = E ψ` holds if and only if both
`E = E₀ + ⟨ψ₀, V ψ⟩` and `(E - H₀) Q ψ = Q V ψ` hold. -/
theorem eigen_iff_shift_and_orthoPart {H₀ V : X →ₗ[ℂ] X} {ψ₀ ψ : X} {E₀ : ℝ} {E : ℂ}
    (hH : H₀.IsSymmetric) (h₀ : H₀ ψ₀ = (E₀ : ℂ) • ψ₀)
    (hn : IsIntermediateNormalised ψ₀ ψ) :
    (H₀ + V) ψ = E • ψ ↔
      E = E₀ + ⟪ψ₀, V ψ⟫_ℂ ∧
        E • orthoPart ψ₀ ψ - H₀ (orthoPart ψ₀ ψ) = orthoPart ψ₀ (V ψ) := by
  have hn' : ⟪ψ₀, ψ⟫_ℂ = 1 := hn
  constructor
  · intro hψ
    have hE := energy_eq_of_intermediate hH h₀ hψ hn
    refine ⟨hE, ?_⟩
    have hs : ⟪ψ₀, V ψ⟫_ℂ = E - E₀ := by linear_combination (-1 : ℂ) * hE
    have h' : H₀ ψ = E • ψ - V ψ := eq_sub_of_add_eq hψ
    simp only [orthoPart, hn', one_smul, map_sub, h₀]
    rw [h', hs]
    module
  · rintro ⟨hE, h⟩
    have hs : ⟪ψ₀, V ψ⟫_ℂ = E - E₀ := by linear_combination (-1 : ℂ) * hE
    simp only [orthoPart, hn', one_smul, map_sub, h₀] at h
    rw [hs] at h
    -- solve the Q-equation for V ψ and insert
    have hV := eq_add_of_sub_eq h.symm
    rw [LinearMap.add_apply, hV]
    module
```

The Brillouin–Wigner expansion inverts E − H₀ on the range of Q and iterates, and the Rayleigh–Schrödinger expansion orders the same two equations by powers of a coupling constant. The theorem stops at the exact pair of equations: there is no inverse, no series and no convergence statement, and nothing shows that ψ exists.

Q: Does anything quantitative follow? How far can E lie from the first-order estimate E₀ + ⟨ψ₀,Vψ₀⟩?

A: Let V be symmetric as well, ψ₀ a unit vector and ⟨ψ₀,ψ⟩ = 1. Write a = ⟨ψ₀,Vψ₀⟩, so QVψ₀ = Vψ₀ − aψ₀, and compute

⟨QVψ₀, ψ − ψ₀⟩ = ⟨Vψ₀,ψ⟩ − ⟨Vψ₀,ψ₀⟩ − a*(⟨ψ₀,ψ⟩ − ⟨ψ₀,ψ₀⟩).

The last bracket is 1 − 1 = 0. Symmetry of V turns the first two terms into ⟨ψ₀,Vψ⟩ − a, which is E − E₀ − a. Cauchy–Schwarz bounds the modulus by ‖QVψ₀‖ ‖ψ − ψ₀‖. Squaring and using ‖ψ − ψ₀‖² = ‖ψ‖² − 1 gives

|E − E₀ − ⟨ψ₀,Vψ₀⟩|² ≤ ‖QVψ₀‖² (‖ψ‖² − 1).

The overlap identity is the step `key` inside the proof, and the theorem states the inequality. The double bars on its left side are the modulus of a complex number. Cauchy–Schwarz is `norm_inner_le_norm`, `pow_le_pow_left₀` squares it, and `norm_sq_eq_one_add` converts between the two norms.

```lean
/-- For symmetric `H₀` and `V` with `H₀ ψ₀ = E₀ ψ₀`, `E₀` real, and `(H₀ + V) ψ = E ψ`,
unit `ψ₀` and `⟨ψ₀, ψ⟩ = 1`, the deviation of
`E` from `E₀ + ⟨ψ₀, V ψ₀⟩` obeys `|E - E₀ - ⟨ψ₀, V ψ₀⟩|² ≤ ‖Q V ψ₀‖² (‖ψ‖² - 1)`. -/
theorem first_order_error_le {H₀ V : X →ₗ[ℂ] X} {ψ₀ ψ : X} {E₀ : ℝ} {E : ℂ}
    (hH : H₀.IsSymmetric) (hV : V.IsSymmetric) (h₀ : H₀ ψ₀ = (E₀ : ℂ) • ψ₀)
    (hψ : (H₀ + V) ψ = E • ψ) (h1 : ‖ψ₀‖ = 1) (hn : IsIntermediateNormalised ψ₀ ψ) :
    ‖E - E₀ - ⟪ψ₀, V ψ₀⟫_ℂ‖ ^ 2 ≤ ‖orthoPart ψ₀ (V ψ₀)‖ ^ 2 * (‖ψ‖ ^ 2 - 1) := by
  have hn' : ⟪ψ₀, ψ⟫_ℂ = 1 := hn
  have h00 : ⟪ψ₀, ψ₀⟫_ℂ = 1 := by
    rw [inner_self_eq_norm_sq_to_K, h1]
    simp
  have hE := energy_eq_of_intermediate hH h₀ hψ hn
  -- the deviation is the overlap of Q V ψ₀ with the correction ψ - ψ₀
  have key : ⟪orthoPart ψ₀ (V ψ₀), ψ - ψ₀⟫_ℂ = E - E₀ - ⟪ψ₀, V ψ₀⟫_ℂ := by
    simp only [orthoPart, inner_sub_left, inner_sub_right, inner_smul_left, hn', h00,
      hV ψ₀ ψ, hV ψ₀ ψ₀]
    linear_combination (-1 : ℂ) * hE
  rw [← key, norm_sq_eq_one_add h1 hn]
  -- Cauchy-Schwarz
  calc ‖⟪orthoPart ψ₀ (V ψ₀), ψ - ψ₀⟫_ℂ‖ ^ 2
      ≤ (‖orthoPart ψ₀ (V ψ₀)‖ * ‖ψ - ψ₀‖) ^ 2 :=
        pow_le_pow_left₀ (norm_nonneg _) (norm_inner_le_norm _ _) 2
    _ = _ := by ring
```

In a finite orbital basis, with ψ₀ a converged closed-shell Hartree–Fock determinant, H₀ the sum of the Fock operators and V the remainder of the Hamiltonian, E₀ + ⟨ψ₀,Vψ₀⟩ is the Hartree–Fock energy, so the inequality bounds the distance of E from the Hartree–Fock energy for any exact eigenvector ψ in that basis with non-zero overlap, rescaled to overlap one. When ψ is the ground state this distance is the size of the correlation energy in that basis; the norm of the rescaled ψ still appears in the bound.

Q: Molecular Hamiltonians are unbounded. Your maps are defined on all of X.

A: That is a restriction. Finite basis models are covered directly. Since X need not be complete, it may also be a subspace of a Hilbert space that contains ψ₀ and ψ and that both H₀ and V map into itself; whether a given problem has such a subspace is left to the user. One could instead model H₀ and V as operators with domains, put ψ₀ and ψ in the domain of H₀ and ψ in that of V, and ask for symmetry on the domain only. Each hypothesis would then carry a membership condition, the invariance requirement would go, and the steps to the shift formula would be the same, as they use symmetry for the single pair ψ₀, ψ. That variant, the smallest case and the second eigenvector below are worked on paper and have not been run through Lean.

Q: Show me a case with ψ ≠ ψ₀, and the smallest case.

A: In one dimension H₀ is multiplication by E₀ and V by a number v. A unit ψ₀ spans X, the normalisation forces ψ = ψ₀, the shift formula gives E = E₀ + v, Q vanishes, and for real v the bound reads 0 ≤ 0. A correction needs two levels. Take X = ℂ², `EuclideanSpace ℂ (Fin 2)`, with components x₀ and x₁ numbered as in Lean. Let H₀ = diag(0,3) send (x₀,x₁) to (0,3x₁).

```lean
/-- The two-level Hamiltonian `diag(0, 3)`. -/
def twoLevelH₀ : EuclideanSpace ℂ (Fin 2) →ₗ[ℂ] EuclideanSpace ℂ (Fin 2) where
  toFun x := !₂[0, 3 * x 1]
  map_add' x y := by
    ext i
    fin_cases i <;> simp
    ring
  map_smul' c x := by
    ext i
    fin_cases i <;> simp
    ring
```

Let V = 2σₓ, with σₓ the Pauli matrix that exchanges the components, send (x₀,x₁) to (2x₁,2x₀).

```lean
/-- The two-level coupling `2 σₓ`. -/
def twoLevelV : EuclideanSpace ℂ (Fin 2) →ₗ[ℂ] EuclideanSpace ℂ (Fin 2) where
  toFun x := !₂[2 * x 1, 2 * x 0]
  map_add' x y := by ext i; fin_cases i <;> simp <;> ring
  map_smul' c x := by ext i; fin_cases i <;> simp <;> ring
```

Take ψ₀ = (1,0), E₀ = 0 and ψ = (1,−1/2). Then H₀ψ = (0,−3/2) and Vψ = (−1,2), so

(H₀+V)ψ = (−1,1/2) = −ψ,

and E = −1. The overlap is 1 and ⟨ψ₀,Vψ⟩ = −1 = E − E₀. The norm obeys ‖ψ‖² = 5/4 = 1 + 1/4; the normalised state is (2,−1)/√5, with reference weight 4/5. Further Vψ₀ = (0,2), so ⟨ψ₀,Vψ₀⟩ = 0, QVψ₀ = (0,2), and the bound is

|−1 − 0 − 0|² = 1 = 4 · (5/4 − 1).

The theorem `shift_formula_witness` states that both maps are symmetric, both eigenvalue equations hold, ‖ψ₀‖ = 1, the overlap is one, ψ ≠ ψ₀, and the bound is attained. Each goal is reduced to components, by `PiLp.inner_apply` or a norm formula with `Fin.sum_univ_two` for inner products and norms and by `ext i` with `fin_cases i` for the eigenvalue equations; ψ ≠ ψ₀ is read off the component x₁.

```lean
/-- The two-level model with `ψ₀ = (1, 0)`, `E₀ = 0`, `ψ = (1, -1/2)`, `E = -1` meets all
hypotheses with `ψ ≠ ψ₀`, and the bound on `|E - E₀ - ⟨ψ₀, V ψ₀⟩|²` holds with equality. -/
theorem shift_formula_witness :
    let ψ₀ : EuclideanSpace ℂ (Fin 2) := !₂[1, 0]
    let ψ : EuclideanSpace ℂ (Fin 2) := !₂[1, -1 / 2]
    twoLevelH₀.IsSymmetric ∧ twoLevelV.IsSymmetric ∧
      twoLevelH₀ ψ₀ = ((0 : ℝ) : ℂ) • ψ₀ ∧
      (twoLevelH₀ + twoLevelV) ψ = (-1 : ℂ) • ψ ∧
      ‖ψ₀‖ = 1 ∧ IsIntermediateNormalised ψ₀ ψ ∧ ψ ≠ ψ₀ ∧
      ‖(-1 : ℂ) - ((0 : ℝ) : ℂ) - ⟪ψ₀, twoLevelV ψ₀⟫_ℂ‖ ^ 2
        = ‖orthoPart ψ₀ (twoLevelV ψ₀)‖ ^ 2 * (‖ψ‖ ^ 2 - 1) := by
  intro ψ₀ ψ
  have ha : ⟪ψ₀, twoLevelV ψ₀⟫_ℂ = 0 := by
    simp [ψ₀, twoLevelV, PiLp.inner_apply, Fin.sum_univ_two]
  refine ⟨?_, ?_, ?_, ?_, ?_, ?_, ?_, ?_⟩
  · intro x y
    simp [twoLevelH₀, PiLp.inner_apply, Fin.sum_univ_two, map_ofNat]
    ring
  · intro x y
    simp [twoLevelV, PiLp.inner_apply, Fin.sum_univ_two, map_ofNat]
    ring
  · ext i
    fin_cases i <;> simp [ψ₀, twoLevelH₀]
  · ext i
    fin_cases i <;> simp [ψ, twoLevelH₀, twoLevelV] <;> norm_num
  · simp [ψ₀, EuclideanSpace.norm_eq, Fin.sum_univ_two]
  · simp [IsIntermediateNormalised, ψ₀, ψ, PiLp.inner_apply, Fin.sum_univ_two]
  · intro h
    have h' := congrArg (fun x : EuclideanSpace ℂ (Fin 2) => x 1) h
    simp [ψ₀, ψ] at h'
  · rw [orthoPart, ha, zero_smul, sub_zero, sub_zero, EuclideanSpace.norm_sq_eq,
      EuclideanSpace.norm_sq_eq]
    simp [ψ₀, ψ, twoLevelV, Fin.sum_univ_two]

end

end IntermediateNormalisation
```

```lean
#print axioms IntermediateNormalisation.energy_eq_of_overlap_ne_zero
-- 'IntermediateNormalisation.energy_eq_of_overlap_ne_zero' depends on axioms: [propext, Classical.choice, Quot.sound]
#print axioms IntermediateNormalisation.shift_formula_intermediate
-- 'IntermediateNormalisation.shift_formula_intermediate' depends on axioms: [propext, Classical.choice, Quot.sound]
#print axioms IntermediateNormalisation.eigen_iff_shift_and_orthoPart
-- 'IntermediateNormalisation.eigen_iff_shift_and_orthoPart' depends on axioms: [propext, Classical.choice, Quot.sound]
#print axioms IntermediateNormalisation.first_order_error_le
-- 'IntermediateNormalisation.first_order_error_le' depends on axioms: [propext, Classical.choice, Quot.sound]
```

Q: In your model E = −1 is the level that grows out of E₀ = 0. Where did the hypotheses say so?

A: Nowhere. The other eigenvector (1,2), with E = 4 and normalised form (1,2)/√5, also has overlap one with ψ₀. It gives ⟨ψ₀,Vψ⟩ = 4 = E − E₀, ‖ψ‖² = 5 and 16 = 4 · 4. The theorems apply to every eigenvector of H₀+V with the stated overlap, and they assume neither a gap, nor a non-degenerate E₀, nor a small V.

Q: Where would I go wrong by hand?

A: By using E = E₀ + ⟨ψ₀,Vψ⟩ with a unit vector ψ. For (2,−1)/√5 the bracket is −2/√5, not −1, and only division by the overlap 2/√5 restores E − E₀ = −1.

Q: And what would you reuse from the proofs?

A: The way a projection is done. Apply `congrArg` with the function x ↦ ⟨ψ₀,x⟩ to a vector equation, expand with `inner_add_right` and `inner_smul_right`, and close with `linear_combination`, which treats each inner product as an unknown complex number and verifies that the goal is the stated combination of hypotheses. For identities between vectors, `module` collects the coefficient of each vector and compares the two sides.
